# The particle-hole symmetric chemical potential of an isolated Kanamori shell with U' = U − 2J

Let $c_{m\sigma}$ annihilate an electron with spin $\sigma$ in orbital $m=0,\dots,M-1$, let its adjoint $c^\dagger_{m\sigma}$ be the creator, and let $N=\sum_{m\sigma}c^\dagger_{m\sigma}c_{m\sigma}$ count the electrons. If $H$ is the Kanamori interaction with intra-orbital repulsion $U$, inter-orbital repulsion $U'=U-2J$, and exchange and pair hopping both equal to $J$, then exchanging every $c$ with its $c^\dagger$ turns $H$ into $H+K(M-N)$ with $K=(2M-1)U-5(M-1)J$, and $H-\tfrac K2N$ is unchanged.

```lean
import Mathlib

open Finset
open scoped Kronecker

namespace KanamoriParticleHole

noncomputable section

variable {A : Type*} [Ring A] [StarRing A] [Algebra ℝ A] {M : ℕ}

/-- Canonical anticommutation relations for annihilators `c p`, with creators `star (c p)`. -/
structure IsFermionic {ι : Type*} [DecidableEq ι] {A : Type*} [Ring A] [StarRing A]
    (c : ι → A) : Prop where
  anti : ∀ p q, c p * c q + c q * c p = 0
  canon : ∀ p q, c p * star (c q) + star (c q) * c p = if p = q then 1 else 0

/-- The exchange of annihilators and creators. -/
def hole (c : Fin M × Fin 2 → A) : Fin M × Fin 2 → A := fun p => star (c p)

/-- The occupation operator of one mode (orbital, spin), with spin 0 up and 1 down. -/
def number (c : Fin M × Fin 2 → A) (p : Fin M × Fin 2) : A := star (c p) * c p

/-- The total electron number of the shell. -/
def electrons (c : Fin M × Fin 2 → A) : A := ∑ p, number c p

/-- Exchange of opposite spins between orbitals `m` and `k`. -/
def spinFlip (c : Fin M × Fin 2 → A) (m k : Fin M) : A :=
  star (c (m, 0)) * c (m, 1) * star (c (k, 1)) * c (k, 0)

/-- Hopping of an electron pair from orbital `k` to orbital `m`. -/
def pairHop (c : Fin M × Fin 2 → A) (m k : Fin M) : A :=
  star (c (m, 0)) * star (c (m, 1)) * c (k, 1) * c (k, 0)

/-- The Kanamori interaction with repulsions `U`, `U'`, exchange `J` and pair hopping `P`.
The factor 1/2 compensates the double counting of equal-spin pairs. -/
def kanamori (U U' J P : ℝ) (c : Fin M × Fin 2 → A) : A :=
  U • ∑ m, number c (m, 0) * number c (m, 1)
  + U' • ∑ m, ∑ k ∈ univ.erase m, number c (m, 0) * number c (k, 1)
  + ((U' - J) / 2) • ∑ m, ∑ k ∈ univ.erase m,
      (number c (m, 0) * number c (k, 0) + number c (m, 1) * number c (k, 1))
  - J • ∑ m, ∑ k ∈ univ.erase m, spinFlip c m k
  + P • ∑ m, ∑ k ∈ univ.erase m, pairHop c m k

/-- A product of four mutually anticommuting operators equals the product in reverse order. -/
theorem reverse_four {R : Type*} [Ring R] {x y z w : R} (xy : x * y + y * x = 0)
    (xz : x * z + z * x = 0) (xw : x * w + w * x = 0) (yz : y * z + z * y = 0)
    (yw : y * w + w * y = 0) (zw : z * w + w * z = 0) : x * y * z * w = w * z * y * x := by
  linear_combination (norm := noncomm_ring) x * y * zw - x * yw * z + xw * y * z
    - w * x * yz + w * xz * y - w * z * xy

omit [Algebra ℝ A] in
/-- For fermions, exchanging `c` and `c*` turns each occupation `n` into `1 - n`. -/
theorem number_hole {c : Fin M × Fin 2 → A} (h : IsFermionic c) (p : Fin M × Fin 2) :
    number (hole c) p = 1 - number c p := by
  have e := h.canon p p
  rw [if_pos rfl] at e
  simp only [number, hole, star_star]
  exact eq_sub_of_add_eq e

/-- For any families `f` and `g` in a ring, replacing `f` by `1 - f` and `g` by `1 - g` in the sum
of `f m * g k` over all `k ≠ m` adds `(M-1) (M - ∑ f - ∑ g)`. -/
theorem density_pairs {R : Type*} [Ring R] [Algebra ℝ R] (f g : Fin M → R) :
    ∑ m, ∑ k ∈ univ.erase m, (1 - f m) * (1 - g k) = ∑ m, ∑ k ∈ univ.erase m, f m * g k
      + ((M : ℝ) - 1) • ((M : R) - ∑ m, f m - ∑ m, g m) := by
  have hs (X : R) : ((M : ℝ) - 1) • X = ((M : R) - 1) * X := by
    rw [sub_smul, one_smul, Nat.cast_smul_eq_nsmul, nsmul_eq_mul, sub_mul, one_mul]
  have h1 : ∑ _m : Fin M, (1 : R) = M := by simp
  have hd : ∑ m, (1 - f m) * (1 - g m)
      = (M : R) - ∑ m, f m - ∑ m, g m + ∑ m, f m * g m := by
    simp only [sub_mul, mul_sub, one_mul, mul_one, sum_sub_distrib, h1]
    abel
  have hc := (Nat.cast_commute M (∑ m, f m)).eq
  -- a sum over distinct pairs is the full double sum minus its diagonal
  have he (F G : Fin M → R) : ∑ m, ∑ k ∈ univ.erase m, F m * G k
      = (∑ m, F m) * (∑ k, G k) - ∑ m, F m * G m := by
    rw [sum_mul_sum, ← sum_sub_distrib]
    exact sum_congr rfl fun m _ => sum_erase_eq_sub (mem_univ m)
  rw [he (fun m => 1 - f m) (fun k => 1 - g k), he f g, hd, hs]
  simp only [sum_sub_distrib, h1]
  linear_combination (norm := noncomm_ring) hc

/-- For fermions, exchanging every `c` and `c*` changes the Kanamori interaction by
`(U + (M-1)(2U' - J)) (M - N)`, for any pair hopping `P`. -/
theorem kanamori_hole_general {c : Fin M × Fin 2 → A} (h : IsFermionic c) (U U' J P : ℝ) :
    kanamori U U' J P (hole c) = kanamori U U' J P c
      + (U + ((M : ℝ) - 1) * (2 * U' - J)) • ((M : A) - electrons c) := by
  have cd (p q) (hpq : p ≠ q) : c p * star (c q) + star (c q) * c p = 0 := by
    rw [h.canon, if_neg hpq]
  have dd (p q) : star (c p) * star (c q) + star (c q) * star (c p) = 0 := by
    rw [← star_mul, ← star_mul, ← star_add, h.anti, star_zero]
  -- the exchange terms return with the two orbitals interchanged
  have sf (m k : Fin M) (hk : k ≠ m) : spinFlip (hole c) m k = spinFlip c k m := by
    simp only [spinFlip, hole, star_star]
    exact reverse_four (cd _ _ (by simp)) (h.anti _ _) (cd _ _ (by simp [hk.symm]))
      ((add_comm _ _).trans (cd _ _ (by simp [hk]))) (dd _ _) (cd _ _ (by simp))
  have ph (m k : Fin M) (hk : k ≠ m) : pairHop (hole c) m k = pairHop c k m := by
    simp only [pairHop, hole, star_star]
    exact reverse_four (h.anti _ _) (cd _ _ (by simp)) (cd _ _ (by simp [hk.symm]))
      (cd _ _ (by simp [hk.symm])) (cd _ _ (by simp)) (dd _ _)
  have swap (F G : Fin M → Fin M → A) (e : ∀ m k, k ≠ m → F m k = G k m) :
      ∑ m, ∑ k ∈ univ.erase m, F m k = ∑ m, ∑ k ∈ univ.erase m, G m k := by
    rw [sum_congr rfl fun m _ => sum_congr rfl fun k hk => e m k (ne_of_mem_erase hk)]
    refine sum_comm' fun x y => ?_
    simp only [mem_univ, mem_erase, true_and, and_true]
    exact ne_comm
  have d (s t : Fin 2) := density_pairs (fun m => number c (m, s)) (fun m => number c (m, t))
  have hU : ∑ m, (1 - number c (m, 0)) * (1 - number c (m, 1)) = (M : A)
      - ∑ m, number c (m, 0) - ∑ m, number c (m, 1)
      + ∑ m, number c (m, 0) * number c (m, 1) := by
    have h1 : ∑ _m : Fin M, (1 : A) = M := by simp
    simp only [sub_mul, mul_sub, one_mul, mul_one, sum_sub_distrib, h1]
    abel
  have hN : electrons c = ∑ m, number c (m, 0) + ∑ m, number c (m, 1) := by
    simp only [electrons, Fintype.sum_prod_type, Fin.sum_univ_two, sum_add_distrib]
  simp only [kanamori, number_hole h, sum_add_distrib, d, hU, hN, swap _ _ sf, swap _ _ ph]
  module

/-- For fermions with `U' = U - 2J` and equal exchange and pair hopping, exchanging every `c`
and `c*` gives `H + K (M - N)` with `K = (2M-1)U - 5(M-1)J`. -/
theorem kanamori_hole {c : Fin M × Fin 2 → A} (h : IsFermionic c) (U J : ℝ) :
    kanamori U (U - 2 * J) J J (hole c) = kanamori U (U - 2 * J) J J c
      + ((2 * M - 1) * U - 5 * (M - 1) * J) • ((M : A) - electrons c) := by
  rw [kanamori_hole_general h]
  congr 2
  ring

/-- For fermions with `U' = U - 2J` and equal exchange and pair hopping, `H - μN` with
`μ = K/2` is unchanged when every `c` and `c*` are exchanged. -/
theorem particle_hole_symmetric {c : Fin M × Fin 2 → A} (h : IsFermionic c) (U J μ : ℝ)
    (hμ : μ = ((2 * M - 1) * U - 5 * (M - 1) * J) / 2) :
    kanamori U (U - 2 * J) J J (hole c) - μ • electrons (hole c)
      = kanamori U (U - 2 * J) J J c - μ • electrons c := by
  have hN : electrons (hole c) = (M : A) + M - electrons c := by
    simp [electrons, number_hole h, sum_sub_distrib, mul_two]
  rw [kanamori_hole h, hN, hμ]
  module

/-- The lowering matrix of one mode. -/
def low : Matrix (Fin 2) (Fin 2) ℂ := !![0, 1; 0, 0]

/-- The fermion parity of one mode. -/
def par : Matrix (Fin 2) (Fin 2) ℂ := !![1, 0; 0, -1]

/-- Jordan–Wigner annihilators of a two-orbital shell. -/
def twoOrbital (p : Fin 2 × Fin 2) :
    Matrix (((Fin 2 × Fin 2) × Fin 2) × Fin 2) (((Fin 2 × Fin 2) × Fin 2) × Fin 2) ℂ :=
  ![![low ⊗ₖ 1 ⊗ₖ 1 ⊗ₖ 1, par ⊗ₖ low ⊗ₖ 1 ⊗ₖ 1],
    ![par ⊗ₖ par ⊗ₖ low ⊗ₖ 1, par ⊗ₖ par ⊗ₖ par ⊗ₖ low]] p.1 p.2

/-- The two-orbital Jordan–Wigner matrices obey the canonical anticommutation relations. -/
theorem twoOrbital_witness : IsFermionic twoOrbital := by
  -- products of the one-mode matrices
  have f : low * low = 0 ∧ low * par = -low ∧ par * low = low ∧ par * par = 1 ∧
      low.conjTranspose * par = low.conjTranspose ∧
      par * low.conjTranspose = -low.conjTranspose ∧ par.conjTranspose = par := by
    refine ⟨?_, ?_, ?_, ?_, ?_, ?_, ?_⟩ <;> ext i j <;> fin_cases i <;> fin_cases j <;>
      simp [low, par, Matrix.mul_apply, Fin.sum_univ_succ]
  obtain ⟨f1, f2, f3, f4, f5, f6, f7⟩ := f
  have lh : low.conjTranspose = !![0, 0; 1, 0] := by
    ext i j
    fin_cases i <;> fin_cases j <;> simp [low]
  have f8 : low.conjTranspose * low = 1 - low * low.conjTranspose := by
    rw [lh]
    ext i j
    fin_cases i <;> fin_cases j <;> simp [low, Matrix.mul_apply, Fin.sum_univ_succ]
  -- the Kronecker product is linear in each factor
  have nl {l : Type} (X : Matrix l l ℂ) (Y : Matrix (Fin 2) (Fin 2) ℂ) :
      (-X) ⊗ₖ Y = -(X ⊗ₖ Y) := by ext; simp
  have nr {l : Type} (X : Matrix l l ℂ) (Y : Matrix (Fin 2) (Fin 2) ℂ) :
      X ⊗ₖ (-Y) = -(X ⊗ₖ Y) := by ext; simp
  have sl {l : Type} (X Z : Matrix l l ℂ) (Y : Matrix (Fin 2) (Fin 2) ℂ) :
      (X - Z) ⊗ₖ Y = X ⊗ₖ Y - Z ⊗ₖ Y := by ext; simp [sub_mul]
  have sr {l : Type} (X : Matrix l l ℂ) (Y Z : Matrix (Fin 2) (Fin 2) ℂ) :
      X ⊗ₖ (Y - Z) = X ⊗ₖ Y - X ⊗ₖ Z := by ext; simp [mul_sub]
  constructor <;> rintro ⟨i, s⟩ ⟨j, t⟩ <;> fin_cases i <;> fin_cases s <;> fin_cases j <;>
    fin_cases t <;> simp [twoOrbital, Matrix.star_eq_conjTranspose,
      Matrix.conjTranspose_kronecker, ← Matrix.mul_kronecker_mul, f1, f2, f3, f4, f5, f6, f7,
      f8, nl, nr, sl, sr]

end

end KanamoriParticleHole
```

```lean
#print axioms KanamoriParticleHole.particle_hole_symmetric
```

```
'KanamoriParticleHole.particle_hole_symmetric' depends on axioms: [propext, Classical.choice, Quot.sound]
```

## The interaction and the exchange of electrons and holes

Write $n_{m\sigma}=c^\dagger_{m\sigma}c_{m\sigma}$. With $U'$ and the pair hopping $P$ left free, the interaction defined by `kanamori` is

$$
\begin{aligned}
H={}&U\sum_m n_{m\uparrow}n_{m\downarrow}+U'\sum_{m\neq k}n_{m\uparrow}n_{k\downarrow}
+\frac{U'-J}{2}\sum_{m\neq k}\sum_\sigma n_{m\sigma}n_{k\sigma}\\
&-J\sum_{m\neq k}c^\dagger_{m\uparrow}c_{m\downarrow}c^\dagger_{k\downarrow}c_{k\uparrow}
+P\sum_{m\neq k}c^\dagger_{m\uparrow}c^\dagger_{m\downarrow}c_{k\downarrow}c_{k\uparrow}.
\end{aligned}
$$

All sums over $m\neq k$ run over ordered pairs. An equal-spin pair of orbitals therefore appears twice, and the factor $\tfrac12$ corrects for this. The last two terms are the spin flip, which exchanges opposite spins between two orbitals, and the hopping of an electron pair from orbital $k$ to orbital $m$.

In Lean a mode is a pair in `Fin M × Fin 2`, with spin `0` for up and `1` for down. The annihilators form a family `c` with values in `A`, a ring with a star operation that is also an algebra over the real numbers. The creator is `star (c p)`. The hypothesis `IsFermionic c` consists of the canonical anticommutation relations

$$c_pc_q+c_qc_p=0,\qquad c_pc^\dagger_q+c^\dagger_qc_p=\delta_{pq}.$$

The theorems are operator identities in `A`, so they hold for every state and in every matrix representation of the operators. The orbitals themselves are fixed: both the form of the interaction and the exchange of $c$ with $c^\dagger$ refer to them.

The interaction is a function of the family `c`. The family `hole c` contains the creators, and `kanamori U U' J P (hole c)` is the same formula with every $c$ and $c^\dagger$ exchanged. The order of the factors is kept, whereas taking the adjoint of a product would reverse it.

## Shift of the density terms

The anticommutator of a mode with its own creator gives

$$n_p\;\longmapsto\;c_pc^\dagger_p=1-n_p .$$

Let $N_\sigma=\sum_m n_{m\sigma}$, so that $N=N_\uparrow+N_\downarrow$. The intra-orbital sum becomes

$$\sum_m(1-n_{m\uparrow})(1-n_{m\downarrow})=M-N+\sum_m n_{m\uparrow}n_{m\downarrow}.$$

For distinct orbitals, each $m$ has $M-1$ partners. For any two spins $\sigma,\tau$ this gives

$$\sum_{m\neq k}(1-n_{m\sigma})(1-n_{k\tau})=\sum_{m\neq k}n_{m\sigma}n_{k\tau}+(M-1)(M-N_\sigma-N_\tau).$$

With opposite spins the extra term is $(M-1)(M-N)$, multiplied by $U'$. With equal spins the two contributions add up to

$$\frac{U'-J}{2}(M-1)\bigl[(M-2N_\uparrow)+(M-2N_\downarrow)\bigr]=(U'-J)(M-1)(M-N).$$

## Spin flip and pair hopping

Under the exchange, the spin-flip term for orbitals $m\neq k$ becomes

$$c_{m\uparrow}c^\dagger_{m\downarrow}c_{k\downarrow}c^\dagger_{k\uparrow}.$$

These four operators belong to four different modes, so any two of them anticommute. Reversing four factors takes six transpositions of neighbours, and the total sign is $(-1)^6=1$:

$$c_{m\uparrow}c^\dagger_{m\downarrow}c_{k\downarrow}c^\dagger_{k\uparrow}
=c^\dagger_{k\uparrow}c_{k\downarrow}c^\dagger_{m\downarrow}c_{m\uparrow}.$$

The right side is the original spin-flip term with $m$ and $k$ interchanged. In the same way,

$$c_{m\uparrow}c_{m\downarrow}c^\dagger_{k\downarrow}c^\dagger_{k\uparrow}
=c^\dagger_{k\uparrow}c^\dagger_{k\downarrow}c_{m\downarrow}c_{m\uparrow},$$

which is the hopping of a pair from $m$ to $k$. Both sums contain every ordered pair of distinct orbitals, so relabelling the indices restores them. Neither sum contributes to the shift.

## The value of K and the chemical potential

Adding the density contributions gives the general law

$$H\;\longmapsto\;H+\bigl[U+(M-1)(2U'-J)\bigr](M-N).$$

This is `kanamori_hole_general`. It holds for all real $U,U',J,P$, and $P$ does not enter the shift. Setting $U'=U-2J$ gives

$$K=U+(M-1)(2U-5J)=(2M-1)U-5(M-1)J,$$

which is the coefficient in `kanamori_hole`. That theorem also sets $P=J$. Exchange and pair hopping are equal when the orbital wavefunctions are real, and this equality together with $U'=U-2J$ makes the interaction invariant under real rotations among the orbitals. Both relations are put in as parameters and are not derived from Coulomb integrals.

The electron number changes as $N\mapsto 2M-N$. For a chemical potential $\mu$ we therefore have

$$H-\mu N\;\longmapsto\;H+K(M-N)-\mu(2M-N)=H-\mu N+(K-2\mu)(M-N).$$

The extra term vanishes at $\mu=K/2$, and `particle_hole_symmetric` states the resulting invariance. For a single orbital the inter-orbital sums are empty, $K=U$, and $\mu=U/2$ is the familiar value for the Hubbard atom. For two orbitals $\mu=(3U-5J)/2$.

The Hamiltonian here is that of an isolated shell with degenerate orbitals: it has no crystal-field splitting, spin-orbit coupling, bath or hopping between sites. In a DMFT calculation with this interaction, the choice $\mu=K/2$ gives half filling on average in thermal equilibrium when the remaining one-body part, including the bath, is also unchanged by the exchange of $c$ and $c^\dagger$ on the shell, combined with a suitable exchange of electrons and holes in the bath. For a bath annihilator $b$ the latter can carry a sign, $b\mapsto-b^\dagger$: this preserves a coupling $c^\dagger b+b^\dagger c$, whereas $b\mapsto b^\dagger$ would reverse its sign. This statement about filling is not proved in the Lean code.

## From the anticommutators to the Lean proof

The lemma `number_hole` takes the anticommutator of a mode with its own creator and solves it for $c_pc^\dagger_p$. The lemma `density_pairs` treats the sums over distinct orbitals. It writes each as the full double sum minus its diagonal. With $F=\sum_m f_m$ and $G=\sum_m g_m$, the transformed sum is

$$(M-F)(M-G)-\Bigl(M-F-G+\sum_m f_mg_m\Bigr),$$

and expanding it gives the stated result. The families $f$ and $g$ need not commute with each other. Only the number $M$ has to commute with $F$, which is what `hc` supplies.

The sign rule for reversal is `reverse_four`. Writing $\{a,b\}=ab+ba$, its proof uses the identity

$$
\begin{aligned}
xyzw-wzyx={}&xy\{z,w\}-x\{y,w\}z+\{x,w\}yz\\
&-wx\{y,z\}+w\{x,z\}y-wz\{x,y\}.
\end{aligned}
$$

Each anticommutator on the right is zero by hypothesis. The tactic `linear_combination` receives these six terms, and `noncomm_ring` checks the identity without assuming that the factors commute.

In `kanamori_hole_general`, the local results `cd` and `dd` provide the anticommutators between a $c$ and a $c^\dagger$ of different modes, and between two creators. The latter follow by taking the star of the relation for annihilators. Then `sf` and `ph` apply `reverse_four` to the spin flip and the pair hopping, with $k\neq m$ ensuring that the four modes differ. The step `swap` relabels the double sums. The intra-orbital sum is expanded in `hU`, and `hN` splits $N$ into its two spin parts. After these replacements both sides are real linear combinations of the same operators, and `module` compares their coefficients.

The theorem `kanamori_hole` specialises the parameters, with `ring` simplifying the coefficient. The proof of `particle_hole_symmetric` adds the transformation of $N$ and inserts $\mu=K/2$.

## A two-orbital shell in explicit matrices

The family `twoOrbital` realises the anticommutation relations for $M=2$, the smallest shell with spin-flip and pair-hopping terms. Its four modes act on a space of dimension $2^4=16$. With `low` written as $a$ and `par` as $Z$,

$$a=\begin{pmatrix}0&1\\0&0\end{pmatrix},\qquad Z=\begin{pmatrix}1&0\\0&-1\end{pmatrix},$$

the annihilators are

$$
\begin{aligned}
c_{0\uparrow}&=a\otimes1\otimes1\otimes1, & c_{0\downarrow}&=Z\otimes a\otimes1\otimes1,\\
c_{1\uparrow}&=Z\otimes Z\otimes a\otimes1, & c_{1\downarrow}&=Z\otimes Z\otimes Z\otimes a.
\end{aligned}
$$

The first basis vector of each factor is the empty mode and the second is the occupied one. The parity matrices $Z$ supply the signs between different modes, since $aZ=-a$ while $Za=a$. For a single mode, $a^2=0$ and $a^\dagger a=1-aa^\dagger$.

The proof of `twoOrbital_witness` first establishes these one-mode products and the linearity of the Kronecker product in each factor. It then goes through all pairs of modes, where `simp` multiplies the matrices factor by factor and cancels the terms. The general theorems thus apply to these matrices, with the conjugate transpose as the star.
